# A lower bound on the spin coupling of two disjoint orbital sets

In a simple model of an antiferromagnet with two sublattices $A$ and $B$, an energy $J\,\mathbf S_A\cdot\mathbf S_B$ with $J>0$ favours opposite total spins. How low can it go when orbitals may also be empty or doubly occupied? Measure spin in units of $\hbar$, and let $A$ and $B$ be disjoint sets of $a$ and $b$ orthonormal orbitals. Then every unit vector $w$ of the fermionic state space, with any number of electrons, satisfies

$$\langle w,\mathbf S_A\cdot\mathbf S_B\,w\rangle\ \ge\ -\frac{b(a+2)}{4}.$$

Multiplied by $J$, this bounds from below the ground-state energy of the finite model in which every orbital of $A$ couples equally to every orbital of $B$. It holds for all $a$ and $b$; exchanging the sets gives a second bound, $-a(b+2)/4$, which is the stronger one when $a<b$.

## From one orbital to a sublattice

Take an orbital $j\notin A$ with spin $\mathbf s_j$, and set $Y_j=4\,\mathbf S_A\cdot\mathbf s_j$. Let $P_j=(n_{j\uparrow}-n_{j\downarrow})^2$ project on single occupation. Operators quadratic in the fermions of different orbitals commute, so $\mathbf S_A$ commutes with $\mathbf s_j$ and $P_j$.

Where $P_j=1$, $\mathbf s_j=\boldsymbol\sigma/2$ with Pauli matrices $\boldsymbol\sigma$, and $Y_j=2\,\mathbf S_A\cdot\boldsymbol\sigma$. Since $\mathbf S_A\times\mathbf S_A=i\mathbf S_A$,

$$(\mathbf S_A\cdot\boldsymbol\sigma)^2=\mathbf S_A^2+i(\mathbf S_A\times\mathbf S_A)\cdot\boldsymbol\sigma=\mathbf S_A^2-\mathbf S_A\cdot\boldsymbol\sigma .$$

Where $P_j=0$, $\mathbf s_j$ and $Y_j$ vanish. Both cases give

$$Y_j^2+2Y_j=4\mathbf S_A^2P_j .$$

Omitting $P_j$ here is a mistake that treats every orbital as a spin one half: on an empty orbital the left side is zero, while $\mathbf S_A^2$ need not be.

Suppose $4\mathbf S_A^2\le a(a+2)$. Writing $\langle\cdot\rangle$ for the expectation value in $w$, we have $\langle 4\mathbf S_A^2P_j\rangle=\langle P_jw,4\mathbf S_A^2P_jw\rangle\le a(a+2)$, hence $\langle Y_j^2\rangle\le a(a+2)-2\langle Y_j\rangle$. Inserting this in two squares gives

$$0\le\langle(Y_j+a+2)^2\rangle\le(2a+2)(\langle Y_j\rangle+a+2),$$
$$0\le\langle(Y_j-a)^2\rangle\le(2a+2)(a-\langle Y_j\rangle),$$

so $-(a+2)\le\langle Y_j\rangle\le a$.

The supposition follows by induction. It holds for empty $A$, and since $4\mathbf s_j^2=3P_j\le3$,

$$4(\mathbf S_A+\mathbf s_j)^2=4\mathbf S_A^2+3P_j+2Y_j\le a(a+2)+3+2a=(a+1)(a+3).$$

Summing $\langle Y_j\rangle\ge-(a+2)$ over $j\in B$ gives $4\langle\mathbf S_A\cdot\mathbf S_B\rangle\ge-b(a+2)$.

## Spin algebra without fractions

In Lean 4 with Mathlib:

```lean
import Mathlib

open Matrix
open scoped Kronecker

namespace SublatticeSpinBound

noncomputable section
```

The letters `t`, `p`, `m` stand for $2s_z,s_+,s_-$ of one orbital, and `T`, `U`, `D` for $2S_z,S_+,S_-$ of a set.

```lean
/-- Relations of one orbital's spin: `t` is twice the z component, `p` and `m` raise and lower. -/
structure SpinHalf {R : Type*} [Ring R] (t p m : R) : Prop where
  tp : t * p = p
  pt : p * t = -p
  tm : t * m = -m
  mt : m * t = m
  pp : p * p = 0
  mm : m * m = 0
  mp : m * p + m * p = t * t - t
  pm : p * m + p * m = t * t + t
  comm : p * m - m * p = t
  ttt : t * t * t = t

/-- Angular momentum commutators, with `T` twice the z component. -/
structure SpinTriple {R : Type*} [Ring R] (T U D : R) : Prop where
  TU : T * U - U * T = 2 * U
  TD : T * D - D * T = -(2 * D)
  UD : U * D - D * U = T
```

Normal ordering derives the one-orbital relations from the anticommutators. The Pauli identity then follows from the two algebras and their mutual commutation, with `t * t` as $P_j$.

```lean
/-- Two fermionic modes `u`, `d` with creators `x`, `y` give the spin relations of one orbital. -/
theorem spinHalf_of_modes {R : Type*} [Ring R] {u d x y : R}
    (uu : u * u = 0) (dd : d * d = 0) (xx : x * x = 0) (yy : y * y = 0)
    (du : d * u = -(u * d)) (yx : y * x = -(x * y)) (ux : u * x = 1 - x * u)
    (dy : d * y = 1 - y * d) (uy : u * y = -(y * u)) (dx : d * x = -(x * d)) :
    SpinHalf (x * u - y * d) (x * d) (y * u) := by
  have r : ∀ {p q s : R}, p * q = s → ∀ z, p * (q * z) = s * z :=
    fun h z => by rw [← mul_assoc, h]
  -- normal ordering: creators to the left, annihilators to the right
  constructor <;>
    simp only [mul_assoc, mul_sub, sub_mul, mul_neg, neg_mul, one_mul,
      mul_zero, zero_mul, neg_zero, sub_zero, zero_sub, neg_neg,
      uu, dd, du, ux, dy, uy, dx, r uu, r dd, r xx, r yy, r du, r yx, r ux, r dy,
      r uy, r dx] <;> abel

/-- Pauli identity: `Y = 4 S·s` obeys `Y² + 2Y = 4 S² (2 s_z)²` for commuting spins `S`, `s`. -/
theorem pauli_identity {R : Type*} [Ring R] {T U D t p m : R} (h : SpinHalf t p m)
    (k : SpinTriple T U D)
    (c : ∀ X ∈ ({T, U, D} : Set R), ∀ y ∈ ({t, p, m} : Set R), X * y = y * X) :
    (T * t + 2 * (U * m + D * p)) * (T * t + 2 * (U * m + D * p))
      + 2 * (T * t + 2 * (U * m + D * p)) = (T * T + 2 * (U * D + D * U)) * (t * t) := by
  have Tt := c T (by simp) t (by simp)
  have Tp := c T (by simp) p (by simp)
  have Tm := c T (by simp) m (by simp)
  have Ut := c U (by simp) t (by simp)
  have Up := c U (by simp) p (by simp)
  have Um := c U (by simp) m (by simp)
  have Dt := c D (by simp) t (by simp)
  have Dp := c D (by simp) p (by simp)
  have Dm := c D (by simp) m (by simp)
  linear_combination (norm := noncomm_ring) 2 * (T * U * h.tm - T * Ut * m)
    + 2 * (T * D * h.tp - T * Dt * p) + 2 * (U * T * h.mt - U * Tm * t)
    + 2 * (D * T * h.pt - D * Tp * t) + 4 * (U * U * h.mm - U * Um * m)
    + 4 * (D * D * h.pp - D * Dp * p) - 4 * (U * Dm * p) - 4 * (D * Up * m) - T * Tt * t
    - 2 * (k.TU * m) + 2 * (k.TD * p) + 2 * (U * D * h.mp) + 2 * (D * U * h.pm) - 2 * (k.UD * t)
```

## Fermions as finite matrices

In the code `a i s` is an annihilator, and the numbers $a,b$ are `A.card` and `B.card`. `IsCAR` postulates the anticommutation relations of orthonormal spin orbitals, with creators as conjugate transposes. Any finite-dimensional representation is allowed, and the electron number is not fixed.

```lean
variable {ι n : Type*} [DecidableEq ι] [Fintype n] [DecidableEq n]

/-- Canonical anticommutation relations for annihilators `a i s`, orbital `i`, spin `s`
(`true` is up); creators are the adjoints. -/
structure IsCAR (a : ι → Bool → Matrix n n ℂ) : Prop where
  anti : ∀ i j s t, a i s * a j t + a j t * a i s = 0
  mixed : ∀ i j s t, a i s * (a j t)ᴴ + (a j t)ᴴ * a i s = if i = j ∧ s = t then 1 else 0

/-- Sum over the orbitals in `A` of "annihilate spin `t`, create spin `s`". -/
def transfer (a : ι → Bool → Matrix n n ℂ) (A : Finset ι) (s t : Bool) : Matrix n n ℂ :=
  ∑ i ∈ A, (a i s)ᴴ * a i t

/-- Number of up electrons minus number of down electrons on `A`. -/
def pol (a : ι → Bool → Matrix n n ℂ) (A : Finset ι) : Matrix n n ℂ :=
  transfer a A true true - transfer a A false false

/-- The scalar product `S_A · S_B` of the total spins on `A` and `B`, with `S_z = pol / 2`. -/
def spinDot (a : ι → Bool → Matrix n n ℂ) (A B : Finset ι) : Matrix n n ℂ :=
  ((1 / 2 : ℝ) • pol a A) * ((1 / 2 : ℝ) • pol a B) + (1 / 2 : ℝ) •
    (transfer a A true false * transfer a B false true
      + transfer a A false true * transfer a B true false)

/-- Four times `S_A · S_B`, free of fractions. -/
def coupling (a : ι → Bool → Matrix n n ℂ) (A B : Finset ι) : Matrix n n ℂ :=
  pol a A * pol a B + 2 * (transfer a A true false * transfer a B false true
    + transfer a A false true * transfer a B true false)
```

`expect` takes the real part of $\langle w,Mw\rangle$. The next two lemmas move an operator onto the vector and show that a squared norm is nonnegative.

```lean
/-- Real part of the expectation value `⟨w, M w⟩`, as a linear function of `M`. -/
def expect (w : n → ℂ) : Matrix n n ℂ →ₗ[ℝ] ℝ where
  toFun M := (star w ⬝ᵥ M *ᵥ w).re
  map_add' M N := by simp [Matrix.add_mulVec, dotProduct_add]
  map_smul' r M := by
    have h : (r • M) *ᵥ w = r • (M *ᵥ w) := by
      ext i; simp [Matrix.mulVec, dotProduct, Finset.mul_sum, mul_assoc]
    rw [h, dotProduct_smul]; simp

lemma expect_conj (w : n → ℂ) (K M : Matrix n n ℂ) :
    expect w (Kᴴ * M * K) = expect (K *ᵥ w) M := by
  change (star w ⬝ᵥ (Kᴴ * M * K) *ᵥ w).re = (star (K *ᵥ w) ⬝ᵥ M *ᵥ (K *ᵥ w)).re
  simp only [Matrix.star_mulVec, Matrix.mulVec_mulVec, Matrix.dotProduct_mulVec,
    Matrix.vecMul_vecMul, Matrix.mul_assoc]

lemma expect_one_nonneg (w : n → ℂ) : 0 ≤ expect w 1 := by
  change 0 ≤ (star w ⬝ᵥ (1 : Matrix n n ℂ) *ᵥ w).re
  rw [Matrix.one_mulVec, dotProduct, Complex.re_sum]
  refine Finset.sum_nonneg fun i _ => ?_
  have h : (star w i * w i).re = (w i).re ^ 2 + (w i).im ^ 2 := by
    simp [Complex.mul_re]; ring
  rw [h]; positivity
```

The anticommutators now supply the one-orbital algebra, commutation on disjoint sets and, by induction over orbitals, the angular momentum algebra.

```lean
variable {a : ι → Bool → Matrix n n ℂ} {A B : Finset ι}

lemma IsCAR.creators (h : IsCAR a) (i j : ι) (s t : Bool) :
    (a i s)ᴴ * (a j t)ᴴ + (a j t)ᴴ * (a i s)ᴴ = 0 := by
  simpa only [conjTranspose_add, conjTranspose_mul, conjTranspose_zero] using
    congrArg conjTranspose (h.anti j i t s)

lemma site_half (h : IsCAR a) (j : ι) :
    SpinHalf (pol a {j}) (transfer a {j} true false) (transfer a {j} false true) := by
  have z : ∀ X : Matrix n n ℂ, X + X = 0 → X = 0 := fun X hX => by
    have e : X = (1 / 2 : ℂ) • (X + X) := by module
    rw [e, hX, smul_zero]
  simp only [pol, transfer, Finset.sum_singleton]
  exact spinHalf_of_modes (z _ (h.anti j j _ _)) (z _ (h.anti j j _ _))
    (z _ (h.creators j j _ _)) (z _ (h.creators j j _ _))
    (eq_neg_of_add_eq_zero_left (h.anti j j _ _))
    (eq_neg_of_add_eq_zero_left (h.creators j j _ _))
    (eq_sub_of_add_eq (by simpa using h.mixed j j true true))
    (eq_sub_of_add_eq (by simpa using h.mixed j j false false))
    (eq_neg_of_add_eq_zero_left (by simpa using h.mixed j j true false))
    (eq_neg_of_add_eq_zero_left (by simpa using h.mixed j j false true))

/-- Spin components on disjoint orbital sets commute. -/
theorem spin_comm (h : IsCAR a) (hAB : Disjoint A B) :
    ∀ X ∈ ({pol a A, transfer a A true false, transfer a A false true} : Set (Matrix n n ℂ)),
    ∀ y ∈ ({pol a B, transfer a B true false, transfer a B false true} : Set (Matrix n n ℂ)),
      X * y = y * X := by
  have c : ∀ s t s' t', Commute (transfer a A s t) (transfer a B s' t') := fun s t s' t' =>
    Commute.sum_left _ _ _ fun i hi => Commute.sum_right _ _ _ fun j hj => by
      have hij : i ≠ j := fun e => Finset.disjoint_left.mp hAB hi (e ▸ hj)
      have h1 := h.mixed i j t s'
      have h4 := h.mixed j i t' s
      rw [if_neg (fun e => hij e.1)] at h1
      rw [if_neg (fun e => hij e.1.symm)] at h4
      change (a i s)ᴴ * a i t * ((a j s')ᴴ * a j t') = (a j s')ᴴ * a j t' * ((a i s)ᴴ * a i t)
      linear_combination (norm := noncomm_ring) (a i s)ᴴ * h1 * a j t'
        - (a i s)ᴴ * (a j s')ᴴ * h.anti i j t t' + h.creators i j s s' * a j t' * a i t
        - (a j s')ᴴ * h4 * a i t
  have cp : ∀ s t, Commute (pol a A) (transfer a B s t) := fun s t =>
    (c _ _ _ _).sub_left (c _ _ _ _)
  have pc : ∀ s t, Commute (transfer a A s t) (pol a B) := fun s t =>
    (c _ _ _ _).sub_right (c _ _ _ _)
  have pp : Commute (pol a A) (pol a B) := (cp _ _).sub_right (cp _ _)
  rintro X (rfl | rfl | rfl) y (rfl | rfl | rfl)
  exacts [pp, cp _ _, cp _ _, pc _ _, c _ _ _ _, c _ _ _ _, pc _ _, c _ _ _ _, c _ _ _ _]

lemma transfer_insert {j : ι} (hj : j ∉ A) (s t : Bool) :
    transfer a (insert j A) s t = transfer a {j} s t + transfer a A s t := by
  simp [transfer, Finset.sum_insert hj]

lemma pol_insert {j : ι} (hj : j ∉ A) : pol a (insert j A) = pol a {j} + pol a A := by
  simp only [pol, transfer_insert hj]; abel

lemma spin_triple (h : IsCAR a) (A : Finset ι) :
    SpinTriple (pol a A) (transfer a A true false) (transfer a A false true) := by
  induction A using Finset.induction_on with
  | empty => constructor <;> simp [pol, transfer]
  | insert j A hj ih =>
    have s := site_half h j
    have c := spin_comm h (Finset.disjoint_singleton_right.mpr hj)
    rw [pol_insert hj, transfer_insert hj, transfer_insert hj]
    constructor
    · linear_combination (norm := noncomm_ring) s.tp - s.pt + ih.TU
        - c (transfer a A true false) (by simp) (pol a {j}) (by simp)
        + c (pol a A) (by simp) (transfer a {j} true false) (by simp)
    · linear_combination (norm := noncomm_ring) s.tm - s.mt + ih.TD
        - c (transfer a A false true) (by simp) (pol a {j}) (by simp)
        + c (pol a A) (by simp) (transfer a {j} false true) (by simp)
    · linear_combination (norm := noncomm_ring) s.comm + ih.UD
        - c (transfer a A false true) (by simp) (transfer a {j} true false) (by simp)
        + c (transfer a A true false) (by simp) (transfer a {j} false true) (by simp)
```

For disjoint sets $\mathbf S_A\cdot\mathbf S_B$ is Hermitian, so taking the real part loses nothing.

```lean
lemma transfer_conj (A : Finset ι) (s t : Bool) : (transfer a A s t)ᴴ = transfer a A t s := by
  simp [transfer, Matrix.conjTranspose_sum]

lemma pol_conj (A : Finset ι) : (pol a A)ᴴ = pol a A := by
  simp only [pol, conjTranspose_sub, transfer_conj]

lemma coupling_symm (h : IsCAR a) (hAB : Disjoint A B) :
    (coupling a A B)ᴴ = coupling a A B ∧ coupling a B A = coupling a A B := by
  have c := spin_comm h hAB
  have c1 := c (pol a A) (by simp) (pol a B) (by simp)
  have c2 := c (transfer a A true false) (by simp) (transfer a B false true) (by simp)
  have c3 := c (transfer a A false true) (by simp) (transfer a B true false) (by simp)
  constructor
  · simp only [coupling, two_mul, conjTranspose_add, conjTranspose_mul, transfer_conj, pol_conj]
    rw [c1, c2, c3]; abel
  · simp only [coupling, two_mul]
    rw [c1, c2, c3]; abel

lemma spinDot_eq (A B : Finset ι) : spinDot a A B = (1 / 4 : ℝ) • coupling a A B := by
  simp only [spinDot, coupling, smul_mul_assoc, mul_smul_comm, two_mul]; module

/-- For disjoint orbital sets `S_A · S_B` is Hermitian. -/
theorem spinDot_isHermitian (h : IsCAR a) (hAB : Disjoint A B) : (spinDot a A B).IsHermitian := by
  change (spinDot a A B)ᴴ = spinDot a A B
  rw [spinDot_eq, conjTranspose_smul, (coupling_symm h hAB).1, star_trivial]
```

## The inequalities

`pol_sq_le` is $P_j\le1$, obtained from the square of $1-P_j$. `site_bound` assumes the bound on $4\mathbf S_A^2$ with a number `k` in place of $a$; its `sq` is the shifted square, used with shifts $k+2$ and $-k$.

```lean
lemma pol_sq_le (h : IsCAR a) (j : ι) (w : n → ℂ) :
    expect w (pol a {j} * pol a {j}) ≤ expect w 1 := by
  have q := expect_one_nonneg ((1 - pol a {j} * pol a {j}) *ᵥ w)
  have e : (1 - pol a {j} * pol a {j})ᴴ * 1 * (1 - pol a {j} * pol a {j})
      = 1 - pol a {j} * pol a {j} := by
    rw [conjTranspose_sub, conjTranspose_one, conjTranspose_mul, pol_conj]
    linear_combination (norm := noncomm_ring) (site_half h j).ttt * pol a {j}
  rw [← expect_conj, e, map_sub] at q
  linarith

lemma site_bound (h : IsCAR a) {j : ι} (hj : j ∉ A) {k : ℝ} (hk : 0 ≤ k)
    (hC : ∀ w, expect w (coupling a A A) ≤ k * (k + 2) * expect w 1) (w : n → ℂ) :
    -(k + 2) * expect w 1 ≤ expect w (coupling a A {j}) ∧
      expect w (coupling a A {j}) ≤ k * expect w 1 := by
  have hd : Disjoint A {j} := Finset.disjoint_singleton_right.mpr hj
  have c := spin_comm h hd
  have hY := (coupling_symm h hd).1
  have id : coupling a A {j} * coupling a A {j} + 2 * coupling a A {j}
      = coupling a A A * (pol a {j} * pol a {j}) :=
    pauli_identity (site_half h j) (spin_triple h A) c
  have hs : pol a {j} * coupling a A A * pol a {j}
      = coupling a A A * (pol a {j} * pol a {j}) := by
    have cT := c (pol a A) (by simp) (pol a {j}) (by simp)
    have cU := c (transfer a A true false) (by simp) (pol a {j}) (by simp)
    have cD := c (transfer a A false true) (by simp) (pol a {j}) (by simp)
    unfold coupling
    linear_combination (norm := noncomm_ring) -((pol a A * cT + cT * pol a A
      + 2 * (transfer a A true false * cD + cU * transfer a A false true
      + transfer a A false true * cU + cD * transfer a A true false)) * pol a {j})
  have hq := hC (pol a {j} *ᵥ w)
  rw [← expect_conj, ← expect_conj, pol_conj, mul_one, hs, ← id, two_mul, map_add, map_add] at hq
  have hP := mul_le_mul_of_nonneg_left (pol_sq_le h j w) (by positivity : 0 ≤ k * (k + 2))
  -- squares of shifted Hermitian operators have nonnegative expectation
  have sq : ∀ r : ℝ, 0 ≤ expect w (coupling a A {j} * coupling a A {j})
      + 2 * r * expect w (coupling a A {j}) + r ^ 2 * expect w 1 := fun r => by
    have q := expect_one_nonneg ((coupling a A {j} + r • (1 : Matrix n n ℂ)) *ᵥ w)
    have e : (coupling a A {j} + r • (1 : Matrix n n ℂ))ᴴ * 1 * (coupling a A {j} + r • 1)
        = coupling a A {j} * coupling a A {j} + (2 * r) • coupling a A {j} + (r ^ 2) • 1 := by
      rw [conjTranspose_add, hY, conjTranspose_smul, conjTranspose_one, star_trivial]
      simp only [mul_one, add_mul, mul_add, smul_mul_assoc, mul_smul_comm, one_mul]
      module
    rw [← expect_conj, e, map_add, map_add, map_smul, map_smul, smul_eq_mul, smul_eq_mul] at q
    exact q
  have h1 := sq (k + 2)
  have h2 := sq (-k)
  have pos : 0 < 2 * k + 2 := by linarith
  constructor <;> refine le_of_mul_le_mul_left ?_ pos <;> nlinarith
```

The upper half of `site_bound` drives the induction for $4\mathbf S_A^2$.

```lean
/-- The total spin on `A` obeys `4 S_A² ≤ a (a + 2)` in expectation, `a` the number of orbitals. -/
theorem casimir_le (h : IsCAR a) (A : Finset ι) : ∀ w : n → ℂ,
    expect w (coupling a A A) ≤ (A.card : ℝ) * (A.card + 2) * expect w 1 := by
  induction A using Finset.induction_on with
  | empty => intro w; simp [coupling, pol, transfer]
  | insert j A hj ih =>
    intro w
    have s := site_half h j
    have c := spin_comm h (Finset.disjoint_singleton_right.mpr hj)
    have e : coupling a (insert j A) (insert j A) = coupling a A A
        + (pol a {j} * pol a {j} + pol a {j} * pol a {j} + pol a {j} * pol a {j})
        + (coupling a A {j} + coupling a A {j}) := by
      simp only [coupling, pol_insert hj, transfer_insert hj]
      linear_combination (norm := noncomm_ring) s.mp + s.pm
        - c (pol a A) (by simp) (pol a {j}) (by simp)
        - 2 * c (transfer a A false true) (by simp) (transfer a {j} true false) (by simp)
        - 2 * c (transfer a A true false) (by simp) (transfer a {j} false true) (by simp)
    have b := (site_bound h hj (Nat.cast_nonneg A.card) ih w).2
    have p := pol_sq_le h j w
    have i := ih w
    rw [e, Finset.card_insert_of_notMem hj]
    simp only [map_add]
    push_cast
    nlinarith
```

The lower half is summed over $B$. The hypothesis `hw` normalises $w$.

```lean
/-- Sublattice bound: `⟨w, S_A · S_B w⟩ ≥ -b (a + 2) / 4` for every unit vector `w` and disjoint
sets of `a` and `b` orbitals. -/
theorem sublattice_bound (h : IsCAR a) (hAB : Disjoint A B) (w : n → ℂ) (hw : star w ⬝ᵥ w = 1) :
    -((B.card : ℝ) * (A.card + 2) / 4) ≤ expect w (spinDot a A B) := by
  have one : expect w 1 = 1 := by
    change (star w ⬝ᵥ (1 : Matrix n n ℂ) *ᵥ w).re = 1
    rw [Matrix.one_mulVec, hw, Complex.one_re]
  -- add up the bound for a single orbital over the set B
  have key : -((B.card : ℝ) * (A.card + 2)) ≤ expect w (coupling a A B) := by
    induction B using Finset.induction_on with
    | empty => simp [coupling, pol, transfer]
    | insert j B hj ih =>
      rw [Finset.disjoint_insert_right] at hAB
      have e : coupling a A (insert j B) = coupling a A {j} + coupling a A B := by
        simp only [coupling, pol_insert hj, transfer_insert hj]; noncomm_ring
      have b := (site_bound h hAB.1 (Nat.cast_nonneg A.card) (casimir_le h A) w).1
      have i := ih hAB.2
      rw [one] at b
      rw [e, map_add, Finset.card_insert_of_notMem hj]
      push_cast
      linarith
  rw [spinDot_eq, map_smul, smul_eq_mul]
  linarith
```

The stronger of this bound and the one with $A$ and $B$ exchanged is $-(ab+2\min(a,b))/4$; when $a\ge b$ it is the bound just proved.

```lean
/-- Symmetric form of the sublattice bound: `⟨w, S_A · S_B w⟩ ≥ -(a b + 2 min(a, b)) / 4`. -/
theorem sublattice_bound_min (h : IsCAR a) (hAB : Disjoint A B) (w : n → ℂ)
    (hw : star w ⬝ᵥ w = 1) :
    -(((A.card : ℝ) * B.card + 2 * min (A.card : ℝ) B.card) / 4) ≤ expect w (spinDot a A B) := by
  have h1 := sublattice_bound h hAB w hw
  have h2 := sublattice_bound h hAB.symm w hw
  rw [spinDot_eq, (coupling_symm h hAB).2, ← spinDot_eq] at h2
  rcases le_total (A.card : ℝ) B.card with hle | hle
  · rw [min_eq_left hle]; linarith
  · rw [min_eq_right hle]; linarith
```

## Two orbitals that satisfy the relations

A 16-dimensional Fock space realises `IsCAR`. The parity factor makes operators on different orbitals anticommute.

```lean
/-- Annihilators of one orbital in the basis empty, up, down, doubly occupied. -/
def siteOp : Bool → Matrix (Fin 4) (Fin 4) ℂ
  | true => !![0, 1, 0, 0; 0, 0, 0, 0; 0, 0, 0, 1; 0, 0, 0, 0]
  | false => !![0, 0, 1, 0; 0, 0, 0, -1; 0, 0, 0, 0; 0, 0, 0, 0]

/-- Fermion parity of one orbital. -/
def parity : Matrix (Fin 4) (Fin 4) ℂ := !![1, 0, 0, 0; 0, -1, 0, 0; 0, 0, -1, 0; 0, 0, 0, 1]

/-- Annihilators of two orbitals on the 16-dimensional Fock space. -/
def twoSite : Bool → Bool → Matrix (Fin 4 × Fin 4) (Fin 4 × Fin 4) ℂ
  | false, s => siteOp s ⊗ₖ 1
  | true, s => parity ⊗ₖ siteOp s

/-- The two-orbital annihilators `twoSite` satisfy the canonical anticommutation relations. -/
theorem isCAR_witness : IsCAR twoSite := by
  have s1 : ∀ s t, siteOp s * siteOp t + siteOp t * siteOp s = 0 := by
    rintro (_ | _) (_ | _) <;> ext i j <;> fin_cases i <;> fin_cases j <;>
      simp [siteOp, Matrix.mul_apply, Fin.sum_univ_succ]
  have s2 : ∀ s t, siteOp s * (siteOp t)ᴴ + (siteOp t)ᴴ * siteOp s = if s = t then 1 else 0 := by
    rintro (_ | _) (_ | _) <;> ext i j <;>
      simp only [Matrix.add_apply, Matrix.mul_apply, Matrix.conjTranspose_apply,
        Fin.sum_univ_four] <;>
      fin_cases i <;> fin_cases j <;> simp [siteOp]
  have s3 : ∀ s, siteOp s * parity + parity * siteOp s = 0 := by
    rintro (_ | _) <;> ext i j <;> fin_cases i <;> fin_cases j <;>
      simp [siteOp, parity, Matrix.mul_apply, Fin.sum_univ_succ]
  have pp : parity * parity = 1 := by
    ext i j; fin_cases i <;> fin_cases j <;> simp [parity, Matrix.mul_apply, Fin.sum_univ_succ]
  have ph : parityᴴ = parity := by
    ext i j; fin_cases i <;> fin_cases j <;> simp [parity]
  have s4 : ∀ s, parity * (siteOp s)ᴴ + (siteOp s)ᴴ * parity = 0 := fun s => by
    simpa only [conjTranspose_add, conjTranspose_mul, conjTranspose_zero, ph] using
      congrArg conjTranspose (s3 s)
  constructor
  · rintro (_ | _) (_ | _) s t <;> simp only [twoSite, ← mul_kronecker_mul, one_mul, mul_one, pp]
    · rw [← add_kronecker, s1, zero_kronecker]
    · rw [← add_kronecker, s3, zero_kronecker]
    · rw [← add_kronecker, add_comm, s3, zero_kronecker]
    · rw [← kronecker_add, s1, kronecker_zero]
  · rintro (_ | _) (_ | _) s t <;>
      simp only [twoSite, conjTranspose_kronecker, conjTranspose_one, ph, ← mul_kronecker_mul,
        one_mul, mul_one, pp]
    · rw [← add_kronecker, s2]; by_cases e : s = t <;> simp [e]
    · rw [← add_kronecker, s3, zero_kronecker]; simp
    · rw [← add_kronecker, s4, zero_kronecker]; simp
    · rw [← kronecker_add, s2]; by_cases e : s = t <;> simp [e]

end

end SublatticeSpinBound
```
```lean
#print axioms SublatticeSpinBound.spinDot_isHermitian
-- 'SublatticeSpinBound.spinDot_isHermitian' depends on axioms: [propext, Classical.choice, Quot.sound]
#print axioms SublatticeSpinBound.sublattice_bound
-- 'SublatticeSpinBound.sublattice_bound' depends on axioms: [propext, Classical.choice, Quot.sound]
#print axioms SublatticeSpinBound.sublattice_bound_min
-- 'SublatticeSpinBound.sublattice_bound_min' depends on axioms: [propext, Classical.choice, Quot.sound]
```
